# Total reflection between the transverse and longitudinal frequencies of an undamped polar crystal

Frequencies enter through their squares. Let $W=\omega^2$ be the squared frequency of the light, and let $T=\omega_{\rm TO}^2$ and $L=\omega_{\rm LO}^2$ be the squared frequencies of the long-wavelength transverse and longitudinal optical phonons. The number $e$ is the high-frequency permittivity relative to vacuum: the response of the electrons alone, taken as constant across the infrared. With one undamped lattice oscillator, the relative permittivity is

$$\varepsilon(W)=\frac{e\,(L-W)}{T-W}.$$

```lean
import Mathlib

namespace ReststrahlenBand

noncomputable section

/-- Permittivity of an undamped polar crystal at squared frequency `W ≠ T`, with squared
transverse and longitudinal frequencies `T`, `L` and high-frequency permittivity `e`. -/
def permittivity (e T L W : ℝ) : ℝ := e * (L - W) / (T - W)
```

With damping rate $\gamma$, put $g=\gamma\omega$ and subtract $ig$ in both brackets. For $T<L$ and $g>0$ this sign describes absorption under the time dependence $e^{-i\omega t}$.

```lean
/-- Permittivity with a damping term `g` (damping rate times frequency), for
`W ≠ T` or `g ≠ 0`. -/
def dampedPermittivity (e T L W g : ℝ) : ℂ :=
  e * (L - W - g * Complex.I) / (T - W - g * Complex.I)
```

A refractive index is a complex number $N=n+ik$, with $n,k$ real, such that $N^2=\varepsilon$ and $n\ge 0$. The structure `IsIndex` holds these two conditions as the fields `sq` and `re_nonneg`.

```lean
/-- `N` is a complex refractive index for the permittivity `ε`: a square root of `ε` with
non-negative real part. -/
structure IsIndex (ε N : ℂ) : Prop where
  sq : N ^ 2 = ε
  re_nonneg : 0 ≤ N.re
```

The reflectance is the Fresnel expression for normal incidence from vacuum onto a non-magnetic half-space,

$$R=\left|\frac{N-1}{N+1}\right|^2,$$

where `Complex.normSq` is the squared modulus.

```lean
/-- Reflectance at normal incidence from vacuum onto a medium of complex index `N ≠ -1`. -/
def reflectance (N : ℂ) : ℝ := Complex.normSq ((N - 1) / (N + 1))
```

For $e>1$, $T<L$ and $W\neq T$, the main theorem `reststrahlen` says that $R=1$ exactly when $T<W\le L$, that $R<1$ at all other $W$, and that $R=0$ exactly at $W=(eL-T)/(e-1)$, a point above $L$. In this one-oscillator, undamped model, the edges of the totally reflecting band are therefore the two phonon frequencies that a lattice-dynamics calculation supplies for a cubic crystal with two atoms per primitive cell, provided that it includes the macroscopic electric field of the longitudinal mode. The theorem does not assume $T>0$ or $W\ge 0$, although the physical reading does.

The examples below use $e=2$, $T=1$, $L=2$ unless they say otherwise. The band is then $1<W\le 2$, and the reflection vanishes at $W=3$.

## $\mathrm{Re}\,N\ge 0$: choosing the root

Of the two square roots of $\varepsilon$, this condition selects the one whose wave does not carry energy back towards the surface. In the derivation it keeps the Fresnel denominator away from zero, since

$$|N+1|^2=(n+1)^2+k^2\ge 1 .$$

```lean
/-- The Fresnel denominator does not vanish for an index with non-negative real part. -/
theorem normSq_add_one_pos {N : ℂ} (hN : 0 ≤ N.re) : 0 < Complex.normSq (N + 1) := by
  simp only [Complex.normSq_apply, Complex.add_re, Complex.add_im, Complex.one_re,
    Complex.one_im]
  nlinarith [mul_self_nonneg N.im, mul_self_nonneg N.re]
```

Expanding both squared moduli gives $|N+1|^2-|N-1|^2=(n+1)^2-(n-1)^2=4n$. Division by $|N+1|^2$ turns this into the energy balance

$$1-R=\frac{4n}{|N+1|^2}.$$

The lemma `one_sub_reflectance` does the same: `h1` is the expansion, closed by `ring`, and the rewriting after it performs the division.

```lean
/-- Energy balance at the surface: for an index with non-negative real part, the fraction of
light that is not reflected is `4 Re N / |N + 1|²`. -/
theorem one_sub_reflectance {N : ℂ} (hN : 0 ≤ N.re) :
    1 - reflectance N = 4 * N.re / Complex.normSq (N + 1) := by
  have h := normSq_add_one_pos hN
  have h1 : Complex.normSq (N - 1) = Complex.normSq (N + 1) - 4 * N.re := by
    simp only [Complex.normSq_apply, Complex.add_re, Complex.add_im, Complex.sub_re,
      Complex.sub_im, Complex.one_re, Complex.one_im]
    ring
  rw [reflectance, Complex.normSq_div, h1, sub_div, div_self h.ne']
  ring
```

The denominator is positive, so $R<1$ exactly when $n>0$, and $R=1$ exactly when $n=0$. In Lean, `hlt` and `heq` are the implications from $n$ to $R$. The converses follow by splitting $n\ge 0$ into $n=0$ and $n>0$.

```lean
/-- For an index with non-negative real part, reflection is partial exactly when the real part
is positive, and total exactly when it is zero. -/
theorem reflectance_cases {N : ℂ} (hN : 0 ≤ N.re) :
    (reflectance N < 1 ↔ 0 < N.re) ∧ (reflectance N = 1 ↔ N.re = 0) := by
  have h := one_sub_reflectance hN
  have hlt : 0 < N.re → reflectance N < 1 := fun hp => by
    have := div_pos (mul_pos (by norm_num : (0 : ℝ) < 4) hp) (normSq_add_one_pos hN)
    linarith
  have heq : N.re = 0 → reflectance N = 1 := fun h0 => by
    rw [h0, mul_zero, zero_div] at h
    linarith
  rcases hN.eq_or_lt with h0 | hp
  · have h1 := heq h0.symm
    exact ⟨⟨fun h2 => absurd h1 h2.ne, fun h2 => absurd h0 h2.ne⟩,
      ⟨fun _ => h0.symm, fun _ => h1⟩⟩
  · have h1 := hlt hp
    exact ⟨⟨fun _ => hp, fun _ => h1⟩,
      ⟨fun h2 => absurd h2 h1.ne, fun h2 => absurd h2 hp.ne'⟩⟩
```

Without the condition, the wrong root can give more reflected than incident light. At $W=0$ the example has $\varepsilon=4$. The index $N=2$ gives $R=1/9$, whereas $N=-2$ gives $R=9$, although $W=0$ lies outside the band.

The condition leaves a choice only when both roots are imaginary, as for $\varepsilon=-2$ with $N=\pm i\sqrt2$. Physically one takes the decaying wave, but both roots have $n=0$ and hence $R=1$. The next theorem states, for every complex $\varepsilon$, that an admissible index exists and that all admissible indices give one value of $R$. Existence takes any square root and changes its sign if its real part is negative. For uniqueness, two admissible roots are either equal or opposite. If they are opposite, both real parts are zero and both reflectances are 1.

```lean
/-- Every complex permittivity has a refractive index with non-negative real part, and all
such indices give the same reflectance. -/
theorem reflectance_well_defined (ε : ℂ) :
    ∃! r : ℝ, ∃ N : ℂ, IsIndex ε N ∧ reflectance N = r := by
  obtain ⟨z, hz⟩ := IsAlgClosed.exists_pow_nat_eq ε (n := 2) two_pos
  have ex : ∃ N, IsIndex ε N := by
    rcases le_total 0 z.re with h | h
    · exact ⟨z, hz, h⟩
    · exact ⟨-z, by rw [neg_sq, hz], by rw [Complex.neg_re]; linarith⟩
  obtain ⟨N, hN⟩ := ex
  refine ⟨reflectance N, ⟨N, hN, rfl⟩, ?_⟩
  rintro r ⟨M, hM, rfl⟩
  rcases sq_eq_sq_iff_eq_or_eq_neg.mp (hM.sq.trans hN.sq.symm) with h | h
  · rw [h]
  · -- two opposite roots are both admissible only on the imaginary axis, where `R = 1`
    have h1 : M.re = -N.re := by rw [h, Complex.neg_re]
    have hM0 := hM.re_nonneg
    have hN0 := hN.re_nonneg
    rw [(reflectance_cases hM0).2.mpr (by linarith),
      (reflectance_cases hN0).2.mpr (by linarith)]
```

## $N^2=\varepsilon$: tying the index to the medium

This is the relation between index and permittivity in a non-magnetic, isotropic medium. Without it, $N$ would have nothing to do with the crystal: $N=1$ would give $R=0$ at every frequency.

Here it serves to locate zero reflection. Since $N+1\neq0$, $R=0$ means $N=1$, and then $\varepsilon=N^2=1$. Conversely, if $\varepsilon=1$, then $(N-1)(N+1)=N^2-1=0$, and the second factor is not zero, so $N=1$. In the proof, `hne` supplies $N+1\ne0$, and `h3` is the factorised equation.

```lean
/-- The surface reflects nothing exactly when the permittivity equals that of vacuum. -/
theorem reflectance_eq_zero_iff {ε N : ℂ} (h : IsIndex ε N) :
    reflectance N = 0 ↔ ε = 1 := by
  have hne : N + 1 ≠ 0 := fun h0 => by
    have h1 := normSq_add_one_pos h.re_nonneg
    rw [h0, map_zero] at h1
    exact lt_irrefl _ h1
  rw [reflectance, Complex.normSq_eq_zero, div_eq_zero_iff, or_iff_left hne, sub_eq_zero,
    ← h.sq]
  constructor
  · intro h1
    rw [h1, one_pow]
  · intro h2
    have h3 : (N - 1) * (N + 1) = 0 := by linear_combination h2
    exact sub_eq_zero.mp ((mul_eq_zero.mp h3).resolve_right hne)
```

## Real $\varepsilon$: a crystal without absorption

In the undamped model $\varepsilon$ is real. The real and imaginary parts of $N^2=\varepsilon$ are then

$$n^2-k^2=\varepsilon,\qquad 2nk=0 .$$

If $n>0$, the second equation gives $k=0$, and the first gives $\varepsilon=n^2>0$. If $\varepsilon>0$, then $n=0$ would give $-k^2=\varepsilon>0$, which is impossible, so $n>0$. Hence $n>0$ exactly when $\varepsilon>0$. The lemma `index_re_pos_iff` takes a real `ε`, which Lean converts to a complex number inside `IsIndex`. Its `hre` and `him` are the two equations above.

```lean
/-- For a real permittivity, the index has a positive real part exactly when the permittivity
is positive. -/
theorem index_re_pos_iff {ε : ℝ} {N : ℂ} (h : IsIndex ε N) : 0 < N.re ↔ 0 < ε := by
  have hre := congrArg Complex.re h.sq
  have him := congrArg Complex.im h.sq
  simp only [pow_two, Complex.mul_re, Complex.mul_im, Complex.ofReal_re,
    Complex.ofReal_im] at hre him
  constructor
  · intro hp
    have h1 : N.re * N.im = 0 := by linarith
    have h0 : N.im = 0 := (mul_eq_zero.mp h1).resolve_left hp.ne'
    rw [h0] at hre
    nlinarith [mul_pos hp hp]
  · intro hp
    refine lt_of_le_of_ne h.re_nonneg fun h0 => ?_
    rw [← h0] at hre
    nlinarith [mul_self_nonneg N.im]
```

For complex $\varepsilon$, the sign of its real part no longer decides the matter. The index $N=1+2i$ belongs to $\varepsilon=-3+4i$, whose real part is negative, and yet $R=|2i|^2/|2+2i|^2=1/2$.

## $T<L$ and $W\ne T$: the splitting and the pole

In a polar crystal, the longitudinal vibration carries a macroscopic electric field that stiffens it, which puts $L$ above $T$. The model takes this ordering as an assumption and does not derive it from charges and force constants. The point $W=T$ is the resonance, where the undamped permittivity has a pole.

Both conditions serve to find the sign of $\varepsilon$, together with $e>0$:

- If $W<T$, then $W<L$ too, so $L-W$ and $T-W$ are both positive and $\varepsilon>0$.
- If $W>T$, the denominator is negative, so $\varepsilon\le0$ exactly when $e(L-W)\ge0$, that is, when $W\le L$.

So $\varepsilon\le0$ exactly for $T<W\le L$. Lean writes this half-open interval as `Set.Ioc T L`. The upper end belongs to it because $\varepsilon(L)=0$ gives $N=0$ and $R=1$. The proof makes the same two cases, and `div_le_iff_of_neg` multiplies through by the negative denominator in the second.

```lean
/-- For `e > 0` and `T < L`, the permittivity at `W ≠ T` is non-positive exactly for
`T < W ≤ L`. -/
theorem permittivity_nonpos_iff {e T L W : ℝ} (he : 0 < e) (hTL : T < L) (hW : W ≠ T) :
    permittivity e T L W ≤ 0 ↔ W ∈ Set.Ioc T L := by
  rw [permittivity, Set.mem_Ioc]
  rcases lt_or_gt_of_ne hW with h | h
  · have hp : 0 < e * (L - W) / (T - W) :=
      div_pos (mul_pos he (by linarith)) (by linarith)
    exact ⟨fun h1 => absurd hp (not_lt_of_ge h1), fun h1 => absurd h1.1 (not_lt_of_ge h.le)⟩
  · rw [div_le_iff_of_neg (by linarith : T - W < 0), zero_mul]
    constructor
    · intro h1
      have h2 := nonneg_of_mul_nonneg_right h1 he
      exact ⟨h, by linarith⟩
    · intro h1
      exact mul_nonneg he.le (by linarith [h1.2])
```

If the order is reversed, the band statement fails. For $e=2$, $T=2$, $L=1$, the point $W=3/2$ has $\varepsilon=-2$ and $R=1$, while the interval $T<W\le L$ is empty. The case $T=L$ does less damage: $\varepsilon$ is the constant $e$, there is no band, and only the claim that $(eL-T)/(e-1)$ exceeds $L$ is lost, since the two are equal.

The condition $W\neq T$ matters to the formal statement as well as to the physics. Lean sets a quotient with zero denominator to 0, so at $W=T$ it would find $\varepsilon=0$ and $R=1$ at a point that does not belong to `Set.Ioc T L`.

## $e>1$: electrons that respond above the lattice frequencies

The condition says that the crystal remains polarisable when the light is too fast for the ions. The band itself needs only $e>0$. By the preceding steps,

$$R=1\iff n=0\iff \varepsilon\le0\iff T<W\le L,$$

and $R<1$ is equivalent to $n>0$, to $\varepsilon>0$, and so to $W$ lying outside the band.

The stronger condition is used for the zero of $R$. There $\varepsilon=1$, and because $W\ne T$ this can be multiplied out:

$$e(L-W)=T-W\iff (e-1)W=eL-T\iff W=\frac{eL-T}{e-1}.$$

This point lies above $L$, because

$$\frac{eL-T}{e-1}-L=\frac{L-T}{e-1}>0 .$$

The theorem `reststrahlen` joins these results for real `e`, `T`, `L`, `W` and any index `N` of the permittivity. Its four conclusions are total reflection in the band, partial reflection outside it, the position of the zero, and the inequality that places the zero above $L$. The first two parts of the proof chain `reflectance_cases`, `index_re_pos_iff` and `permittivity_nonpos_iff`. The third clears the denominators and leaves the linear equation to `linarith`. The fourth multiplies the inequality by $e-1>0$.

```lean
/-- Reststrahlen band: for `e > 1`, `T < L` and `W ≠ T`, reflection is total exactly for
`T < W ≤ L` and partial otherwise. It vanishes exactly at `W = (e L - T) / (e - 1)`, which
lies above `L`. -/
theorem reststrahlen {e T L W : ℝ} {N : ℂ} (he : 1 < e) (hTL : T < L) (hW : W ≠ T)
    (hN : IsIndex (permittivity e T L W) N) :
    (reflectance N = 1 ↔ W ∈ Set.Ioc T L) ∧
    (reflectance N < 1 ↔ W ∉ Set.Ioc T L) ∧
    (reflectance N = 0 ↔ W = (e * L - T) / (e - 1)) ∧
    L < (e * L - T) / (e - 1) := by
  have he1 : 0 < e - 1 := by linarith
  have hband := permittivity_nonpos_iff (by linarith : 0 < e) hTL hW
  have hc := reflectance_cases hN.re_nonneg
  refine ⟨?_, ?_, ?_, ?_⟩
  · rw [hc.2, ← hband, ← not_lt, ← index_re_pos_iff hN, not_lt]
    exact ⟨fun h => h.le, fun h => le_antisymm h hN.re_nonneg⟩
  · rw [hc.1, ← hband, not_le, index_re_pos_iff hN]
  · -- no reflection means `ε = 1`, a linear equation for `W`
    rw [reflectance_eq_zero_iff hN, Complex.ofReal_eq_one, permittivity,
      div_eq_iff (sub_ne_zero.mpr hW.symm), eq_div_iff he1.ne']
    constructor <;> intro h <;> linarith
  · rw [lt_div_iff₀ he1]
    linarith
```

At $e=1$ the equation for the zero becomes $L=T$, which contradicts $T<L$, so the reflection never vanishes. Values $0<e<1$ do not describe the electrons of a crystal in equilibrium and serve here only as a formal test of the hypothesis. For them the zero moves to the other side of the band on the $W$ axis: with $e=1/2$, $T=1$, $L=3/2$ it sits at $W=1/2$, below $T$.

## $g>0$: a lattice that absorbs

A positive $g$ stands for energy lost from the lattice vibration, described here by a single damping term and not derived from anharmonicity or defects. With it, and with $e>0$, the reflectance stays below 1 for every $W$. The condition $W\neq T$ is not needed, because the denominator $T-W-ig$ has imaginary part $-g\ne0$. Nor is $T<L$ assumed, since the argument below uses only the signs of $e$ and $g$, although the reading of $g$ as absorption relies on that ordering.

By the energy balance it is enough to show $n>0$. Suppose instead that $n=0$, so that $N=ik$ and $N^2=-k^2$. Multiplying the definition of $\varepsilon$ by its denominator gives

$$-k^2\,(T-W-ig)=e\,(L-W-ig),$$

and the imaginary parts are

$$k^2g=-eg .$$

The left side is non-negative and the right side is negative, which is a contradiction. In the proof, `hd` shows that the denominator is non-zero, `h1` is the multiplied relation, and `h2` is its imaginary part with $n=0$ inserted. The final `nlinarith` receives the two signs, $eg>0$ and $k^2g\ge0$.

```lean
/-- With damping `g > 0` and `e > 0`, reflection is partial at every frequency. -/
theorem damped_reflectance_lt_one {e T L W g : ℝ} {N : ℂ} (he : 0 < e) (hg : 0 < g)
    (hN : IsIndex (dampedPermittivity e T L W g) N) : reflectance N < 1 := by
  rw [(reflectance_cases hN.re_nonneg).1]
  refine lt_of_le_of_ne hN.re_nonneg fun h0 => ?_
  have hd : (T : ℂ) - W - g * Complex.I ≠ 0 := fun h => by
    have h1 := congrArg Complex.im h
    simp only [Complex.sub_im, Complex.mul_im, Complex.ofReal_im, Complex.ofReal_re,
      Complex.I_re, Complex.I_im, Complex.zero_im] at h1
    linarith
  have h1 : N ^ 2 * ((T : ℂ) - W - g * Complex.I) = e * (L - W - g * Complex.I) :=
    (eq_div_iff hd).mp hN.sq
  -- a purely imaginary index would violate the imaginary part of this relation
  have h2 := congrArg Complex.im h1
  simp only [pow_two, Complex.mul_im, Complex.mul_re, Complex.sub_im, Complex.sub_re,
    Complex.ofReal_im, Complex.ofReal_re, Complex.I_re, Complex.I_im, ← h0] at h2
  nlinarith [mul_pos he hg, mul_nonneg (mul_self_nonneg N.im) hg.le]

end

end ReststrahlenBand
```

At $g=0$ the conclusion fails inside the band: in the running example, $W=3/2$ gives $\varepsilon=-2$ and $R=1$. The condition on $e$ also has work to do, since $e=0$ would give $\varepsilon=0$ and $R=1$ for any $g>0$. The theorem gives no estimate of how far $R$ falls below 1, so a weakly damped crystal may still reflect almost all the light in the band.

```lean
#print axioms ReststrahlenBand.reflectance_well_defined
-- 'ReststrahlenBand.reflectance_well_defined' depends on axioms: [propext, Classical.choice, Quot.sound]
#print axioms ReststrahlenBand.reststrahlen
-- 'ReststrahlenBand.reststrahlen' depends on axioms: [propext, Classical.choice, Quot.sound]
#print axioms ReststrahlenBand.damped_reflectance_lt_one
-- 'ReststrahlenBand.damped_reflectance_lt_one' depends on axioms: [propext, Classical.choice, Quot.sound]
```
